# One polynomial perturbation series for the oscillator ground state, once its value at the origin is fixed

## A vibration that is not quite harmonic

A particle in a harmonic well has the ground state $e^{-x^2/2}$ with energy $1/2$, in units where $\hbar=m=\omega=1$. The normalised state is $\pi^{-1/4}e^{-x^2/2}$; the constant plays no part below. Now add a small term $\lambda V(x)$ to the potential, with $V$ a real polynomial, and expand the state and the energy in powers of $\lambda$:

$$\psi=\sum_{n\ge0}\lambda^n P_n(x)\,e^{-x^2/2},\qquad E=\sum_{n\ge0}\lambda^n E_n .$$

Can every order be solved with a polynomial $P_n$, and is the answer unique? For a single vibrational mode with no coupling to other modes, and with $V$ containing only cubic and higher terms, the terms $\lambda^nE_n$ with $n\ge1$ are the anharmonic corrections to the zero-point energy, order by order.

## The equations for the prefactors

Write $g=e^{-x^2/2}$ and $H_0=-\tfrac12\frac{d^2}{dx^2}+\tfrac12x^2$. Since $(Qg)'=(Q'-xQ)g$, differentiating twice gives

$$(Pg)''=(P''-2xP'-P+x^2P)\,g .$$

The terms in $x^2$ cancel in $H_0$, which leaves

$$H_0(Pg)=\left(LP+\tfrac12P\right)g,\qquad LP=-\tfrac12P''+xP'.$$

At order $n+1$ the Schrödinger equation reads

$$H_0(P_{n+1}g)+VP_ng=\sum_{k=0}^{n+1}E_kP_{n+1-k}\,g .$$

With $E_0=\tfrac12$, the $k=0$ term cancels the $\tfrac12P_{n+1}$ on the left. Shifting the index in the remaining sum gives, for all $n\ge0$,

$$LP_{n+1}=-VP_n+\sum_{k=0}^{n}E_{k+1}P_{n-k}.$$

## What is claimed, and for which series

For every real polynomial $V$, exactly one pair of sequences $(P_n,E_n)$ satisfies these equations together with $P_0=1$, $E_0=\tfrac12$ and $P_{n+1}(0)=0$. This is `existsUnique_series`. The predicate `IsRSSeries V P E` (RS for Rayleigh–Schrödinger) collects the four conditions, and `∃!` ranges over pairs consisting of a sequence of polynomials in `ℝ[X]` and a sequence of reals.

The other definitions translate directly: `oscL` is $L$, `wave P` is the function $Pg$, and `H0` is the Hamiltonian acting on real functions through derivatives.

Each condition has a job:

- $E_0=\tfrac12$ is the unperturbed energy. It has to be stated, because it has dropped out of the equations for the prefactors.
- $P_{n+1}(0)=0$ keeps the value of the wave function at the origin equal to 1. This differs from the common choice of making the corrections orthogonal to the unperturbed state. The energies are the same for both choices, because the two series for $\psi$ differ only by a factor that depends on $\lambda$ and not on $x$.
- Polynomial prefactors stand in for normalisability. The equation $Lu=0$ also has the solution $u=\int_0^x e^{t^2}dt$, which vanishes at the origin, but $ug$ grows at infinity.

The result concerns a formal series, order by order. It says nothing about convergence, or about whether the perturbed Hamiltonian has a ground state: $V=x^3$ has a series too, although its potential is unbounded below for $\lambda\neq0$.

## Solving one order at a time

In the equation for $P_{n+1}$, the $k=n$ term is $E_{n+1}P_0=E_{n+1}$, an unknown constant. Everything else on the right is known from lower orders. Each order is therefore the problem

$$LP=Q+e,\qquad P(0)=0,$$

with $Q$ given and both $P$ and $e$ unknown.

**At most one solution.** Let $D$ be the difference of two solutions, so that $LD=c$ is constant and $D(0)=0$. If $D$ had degree $d\ge1$ and leading coefficient $a$, the coefficient of $x^d$ in $LD$ would be $da\ne0$, since $D''$ has lower degree. A constant has no such term. Hence $D$ is constant, $D(0)=0$ makes it zero, and then $c=0$.

**At least one solution.** Take first a source $ax^m$. For $m=0$, choose $P=0$ and $e=-a$. For $m=1$, choose $P=ax$ and $e=0$. For a source $ax^{m+2}$, use

$$L\left(\frac{a}{m+2}x^{m+2}\right)=ax^{m+2}-\frac{a(m+1)}2x^m .$$

Adding the solution for the source $\frac{a(m+1)}2x^m$ removes the unwanted term. The degree falls by two each time, so the process ends at $m=0$ or $m=1$. Because $L$ is linear, solutions for monomials add up to a solution for any polynomial $Q$.

Starting from $P_0=1$ and $E_0=\tfrac12$, this fixes all orders in turn.

## The quartic oscillator to second order

For $V=x^4$ the first equation is $LP_1=-x^4+E_1$. From $Lx^4=4x^4-6x^2$ and $Lx^2=2x^2-1$ one finds

$$P_1=-\tfrac14x^4-\tfrac34x^2,\qquad E_1=\tfrac34 .$$

The next equation is

$$LP_2=\tfrac14x^8+\tfrac34x^6-\tfrac3{16}x^4-\tfrac9{16}x^2+E_2 .$$

Matching coefficients from the top down, with $Lx^8=8x^8-28x^6$ and $Lx^6=6x^6-15x^4$, gives

$$P_2=\tfrac1{32}x^8+\tfrac{13}{48}x^6+\tfrac{31}{32}x^4+\tfrac{21}8x^2,\qquad E_2=-\tfrac{21}8 .$$

The theorem `quartic_energies` states these two energies for any solution with $V=x^4$.

## A constant force with numbers

Take $V=x$ and $\lambda=0.1$. The equation $LP_1=-x+E_1$ gives $P_1=-x$ and $E_1=0$. Then $LP_2=x^2+E_2$ gives $P_2=\tfrac12x^2$ and $E_2=-\tfrac12$. Through second order the energy is

$$0.5-\tfrac12(0.1)^2=0.495 .$$

Completing the square, $\tfrac12x^2+\lambda x=\tfrac12(x+\lambda)^2-\tfrac12\lambda^2$, shows that this is the exact energy of the displaced oscillator.

## Odd perturbations have no odd-order energies

Uniqueness also settles a question of symmetry, by an argument that the file does not contain. Suppose $V(-x)=-V(x)$, and set $\tilde P_n(x)=(-1)^nP_n(-x)$ and $\tilde E_n=(-1)^nE_n$. Reflection commutes with $L$, and the signs match in every term of the order equations, so $(\tilde P_n,\tilde E_n)$ is again a solution with the same normalisation. It must equal the original one. Hence $P_n(-x)=(-1)^nP_n(x)$, and $E_n=0$ for odd $n$.

## The Lean file

```lean
import Mathlib

open Polynomial

namespace OscillatorPerturbation

noncomputable section

/-- The operator `L(P) = -P''/2 + x P'` on real polynomials. -/
def oscL (P : ℝ[X]) : ℝ[X] :=
  X * derivative P - C (1 / 2) * derivative (derivative P)

/-- The wave function `P(x) exp(-x²/2)` with polynomial prefactor `P`. -/
def wave (P : ℝ[X]) (x : ℝ) : ℝ := P.eval x * Real.exp (-x ^ 2 / 2)

/-- The harmonic-oscillator Hamiltonian `-ψ''/2 + x²ψ/2` in natural units. -/
def H0 (ψ : ℝ → ℝ) (x : ℝ) : ℝ := -(deriv (deriv ψ) x) / 2 + x ^ 2 / 2 * ψ x

/-- The polynomials `P n` and energies `E n` solve the perturbation equations of all orders
for the perturbation `V`, with `P 0 = 1`, `E 0 = 1/2` and all later `P n` vanishing at the origin. -/
structure IsRSSeries (V : ℝ[X]) (P : ℕ → ℝ[X]) (E : ℕ → ℝ) : Prop where
  P_zero : P 0 = 1
  E_zero : E 0 = 1 / 2
  norm : ∀ n, (P (n + 1)).eval 0 = 0
  order : ∀ n, oscL (P (n + 1)) =
    -V * P n + ∑ k ∈ Finset.range (n + 1), C (E (k + 1)) * P (n - k)

/-- On a polynomial times the Gaussian, the oscillator Hamiltonian acts as `L + 1/2` on the
polynomial. -/
theorem H0_wave (P : ℝ[X]) (x : ℝ) :
    H0 (wave P) x = wave (oscL P) x + 1 / 2 * wave P x := by
  -- differentiation sends the prefactor Q to Q' - xQ
  have hd (Q : ℝ[X]) (y : ℝ) :
      HasDerivAt (wave Q) (wave (derivative Q - X * Q) y) y := by
    have h2 : HasDerivAt (fun z : ℝ => -z ^ 2 / 2) (-y) y :=
      ((hasDerivAt_pow 2 y).fun_neg.div_const 2).congr_deriv (by norm_num; ring)
    refine ((Q.hasDerivAt y).fun_mul h2.exp).congr_deriv ?_
    simp only [wave, eval_sub, eval_mul, eval_X]
    ring
  have h1 (Q : ℝ[X]) : deriv (wave Q) = wave (derivative Q - X * Q) :=
    funext fun y => (hd Q y).deriv
  rw [H0, h1, h1]
  simp only [wave, oscL, derivative_sub, derivative_mul, derivative_X, eval_sub, eval_add,
    eval_mul, eval_X, eval_C, eval_one]
  ring

/-- If `L(D)` is a constant and `D` vanishes at the origin, then `D` and the constant are zero. -/
theorem eq_zero_of_oscL_const {D : ℝ[X]} {e : ℝ} (h0 : D.eval 0 = 0)
    (h : oscL D = C e) : D = 0 ∧ e = 0 := by
  have hdeg : D.natDegree = 0 := by
    by_contra hd
    obtain ⟨m, hm⟩ := Nat.exists_eq_succ_of_ne_zero hd
    have hD : D ≠ 0 := fun hz => hd (by rw [hz]; exact natDegree_zero)
    have hlead : D.coeff (m + 1) ≠ 0 := by
      have := leadingCoeff_ne_zero.mpr hD
      rwa [leadingCoeff, hm] at this
    have hhigh : D.coeff (m + 1 + 1 + 1) = 0 :=
      coeff_eq_zero_of_natDegree_lt (by omega)
    -- compare the leading coefficients
    have hc : (oscL D).coeff (m + 1) = 0 := by
      rw [h, coeff_C, if_neg (Nat.succ_ne_zero m)]
    rw [oscL, coeff_sub, coeff_X_mul, coeff_C_mul, coeff_derivative, coeff_derivative,
      coeff_derivative, hhigh, zero_mul, zero_mul, mul_zero, sub_zero] at hc
    have hpos : (m : ℝ) + 1 ≠ 0 := by positivity
    exact mul_ne_zero hlead hpos hc
  have hD : D = 0 := by
    rw [eq_C_of_natDegree_eq_zero hdeg] at h0 ⊢
    rw [eval_C] at h0
    rw [h0, C_0]
  refine ⟨hD, ?_⟩
  rw [hD] at h
  have := congrArg (eval 0) h
  simpa [oscL] using this.symm

/-- For given source `Q`, the equation `L(P) = Q + e` with `P(0) = 0` has at most one solution
for the polynomial `P` and the number `e`. -/
theorem correction_unique {P P' Q : ℝ[X]} {e e' : ℝ} (h0 : P.eval 0 = 0)
    (h0' : P'.eval 0 = 0) (h : oscL P = Q + C e) (h' : oscL P' = Q + C e') :
    P = P' ∧ e = e' := by
  have hL : oscL (P - P') = C (e - e') := by
    have : oscL (P - P') = oscL P - oscL P' := by
      simp only [oscL, derivative_sub]
      ring
    rw [this, h, h', C_sub]
    ring
  have hz := eq_zero_of_oscL_const (by rw [eval_sub, h0, h0', sub_zero]) hL
  exact ⟨sub_eq_zero.mp hz.1, sub_eq_zero.mp hz.2⟩

/-- For every source `Q` there are a polynomial `P` with `P(0) = 0` and a number `e` such that
`L(P) = Q + e`. -/
theorem exists_correction (Q : ℝ[X]) :
    ∃ r : ℝ[X] × ℝ, r.1.eval 0 = 0 ∧ oscL r.1 = Q + C r.2 := by
  have hadd (p q : ℝ[X]) : oscL (p + q) = oscL p + oscL q := by
    simp only [oscL, derivative_add]
    ring
  -- monomial sources, lowering the degree by two
  have mono : ∀ (m : ℕ) (a : ℝ), ∃ r : ℝ[X] × ℝ,
      r.1.eval 0 = 0 ∧ oscL r.1 = C a * X ^ m + C r.2 := by
    intro m
    induction m using Nat.strong_induction_on with
    | _ m ih =>
      intro a
      match m, ih with
      | 0, _ => exact ⟨(0, -a), by simp, by simp [oscL]⟩
      | 1, _ =>
        refine ⟨(C a * X, 0), by simp, ?_⟩
        simp only [oscL, derivative_mul, derivative_C, derivative_X, zero_mul, zero_add,
          mul_one, mul_zero, sub_zero, pow_one, C_0, add_zero]
        ring
      | m + 2, ih =>
        obtain ⟨r, h0, h⟩ := ih m (by omega) (a * (m + 1) / 2)
        refine ⟨(C (a / (m + 2)) * X ^ (m + 2) + r.1, r.2), by simp [h0], ?_⟩
        have key : oscL (C (a / (m + 2)) * X ^ (m + 2)) =
            C a * X ^ (m + 2) - C (a * (m + 1) / 2) * X ^ m := by
          apply Polynomial.funext
          intro x
          have hm : (m : ℝ) + 2 ≠ 0 := by positivity
          simp only [oscL, derivative_C_mul_X_pow, eval_sub, eval_mul, eval_C, eval_pow,
            eval_X, show m + 2 - 1 = m + 1 from rfl, Nat.add_sub_cancel]
          push_cast
          field_simp
          ring
        dsimp only
        rw [hadd, key, h]
        ring
  induction Q using Polynomial.induction_on' with
  | add p q hp hq =>
    obtain ⟨r, hr0, hr⟩ := hp
    obtain ⟨s, hs0, hs⟩ := hq
    refine ⟨(r.1 + s.1, r.2 + s.2), by simp [hr0, hs0], ?_⟩
    dsimp only
    rw [hadd, hr, hs, C_add]
    ring
  | monomial m a =>
    rw [← C_mul_X_pow_eq_monomial]
    exact mono m a

/-- A recursive definition of the series: each next polynomial and energy are a chosen solution of
the correction equation whose source is built from lower orders. -/
def rs (V : ℝ[X]) : ℕ → ℝ[X] × ℝ
  | 0 => (1, 1 / 2)
  | n + 1 => Classical.choose (exists_correction
      (-V * (rs V n).1 + ∑ k : Fin n, C (rs V (k.val + 1)).2 * (rs V (n - k.val)).1))
termination_by n => n
decreasing_by all_goals omega

/-- Two solutions of the perturbation equations for the same `V` agree at every order. -/
theorem series_unique {V : ℝ[X]} {P P' : ℕ → ℝ[X]} {E E' : ℕ → ℝ}
    (h : IsRSSeries V P E) (h' : IsRSSeries V P' E') (n : ℕ) :
    P n = P' n ∧ E n = E' n := by
  induction n using Nat.strong_induction_on with
  | _ n ih =>
    rcases n with _ | n
    · exact ⟨by rw [h.P_zero, h'.P_zero], by rw [h.E_zero, h'.E_zero]⟩
    · have a := h.order n
      have b := h'.order n
      rw [Finset.sum_range_succ, Nat.sub_self, h.P_zero, mul_one, ← add_assoc] at a
      rw [Finset.sum_range_succ, Nat.sub_self, h'.P_zero, mul_one, ← add_assoc] at b
      -- the sources contain lower orders only
      have hs : ∑ k ∈ Finset.range n, C (E (k + 1)) * P (n - k) =
          ∑ k ∈ Finset.range n, C (E' (k + 1)) * P' (n - k) :=
        Finset.sum_congr rfl fun k hk => by
          have := Finset.mem_range.mp hk
          rw [(ih (k + 1) (by omega)).2, (ih (n - k) (by omega)).1]
      rw [hs, (ih n (by omega)).1] at a
      exact correction_unique (h.norm n) (h'.norm n) a b

/-- For every real polynomial `V`, exactly one pair of sequences of polynomials and energies
solves the normalised perturbation equations of all orders. -/
theorem existsUnique_series (V : ℝ[X]) :
    ∃! s : (ℕ → ℝ[X]) × (ℕ → ℝ), IsRSSeries V s.1 s.2 := by
  have hz : rs V 0 = (1, 1 / 2) := by rw [rs]
  have hs (n : ℕ) : (rs V (n + 1)).1.eval 0 = 0 ∧ oscL (rs V (n + 1)).1 =
      (-V * (rs V n).1 + ∑ k : Fin n, C (rs V (k.val + 1)).2 * (rs V (n - k.val)).1)
        + C (rs V (n + 1)).2 := by
    have key : rs V (n + 1) = Classical.choose (exists_correction
        (-V * (rs V n).1 + ∑ k : Fin n, C (rs V (k.val + 1)).2 * (rs V (n - k.val)).1)) := by
      rw [rs]
    rw [key]
    exact Classical.choose_spec (exists_correction _)
  have hser : IsRSSeries V (fun n => (rs V n).1) (fun n => (rs V n).2) := by
    refine ⟨by simp only [hz], by simp only [hz], fun n => (hs n).1, fun n => ?_⟩
    rw [(hs n).2, Finset.sum_range_succ, Nat.sub_self, hz, Finset.sum_range]
    ring
  refine ⟨(fun n => (rs V n).1, fun n => (rs V n).2), hser, fun s h => ?_⟩
  exact Prod.ext (funext fun n => (series_unique h hser n).1)
    (funext fun n => (series_unique h hser n).2)

/-- The wave functions `P n · exp(-x²/2)` of a solution satisfy the Schrödinger equation with
perturbation `V` in every order beyond the zeroth. -/
theorem schrodinger_order {V : ℝ[X]} {P : ℕ → ℝ[X]} {E : ℕ → ℝ}
    (h : IsRSSeries V P E) (n : ℕ) (x : ℝ) :
    H0 (wave (P (n + 1))) x + V.eval x * wave (P n) x =
      ∑ k ∈ Finset.range (n + 2), E k * wave (P (n + 1 - k)) x := by
  -- split off the unperturbed energy
  have hsum : ∑ k ∈ Finset.range (n + 2), E k * wave (P (n + 1 - k)) x =
      ∑ k ∈ Finset.range (n + 1), E (k + 1) * wave (P (n + 1 - (k + 1))) x
        + E 0 * wave (P (n + 1 - 0)) x :=
    Finset.sum_range_succ' (fun k => E k * wave (P (n + 1 - k)) x) (n + 1)
  rw [H0_wave, h.order n, hsum, h.E_zero]
  simp only [wave, eval_add, eval_mul, eval_neg, Polynomial.eval_finsetSum, eval_C,
    Nat.add_sub_add_right, Nat.sub_zero, add_mul, Finset.sum_mul, mul_assoc]
  ring

/-- For the quartic perturbation `V = x⁴`, the first two energy corrections are `3/4` and
`-21/8`. -/
theorem quartic_energies {P : ℕ → ℝ[X]} {E : ℕ → ℝ} (h : IsRSSeries (X ^ 4) P E) :
    E 1 = 3 / 4 ∧ E 2 = -21 / 8 := by
  have a : oscL (P 1) = -X ^ 4 + C (E 1) := by
    have := h.order 0
    simpa [h.P_zero] using this
  have b : oscL (P 2) = (-X ^ 4 * P 1 + C (E 1) * P 1) + C (E 2) := by
    have := h.order 1
    simpa [Finset.sum_range_succ, h.P_zero, add_assoc] using this
  have a' : oscL (C (-1 / 4) * X ^ 4 + C (-3 / 4) * X ^ 2) = -X ^ 4 + C (3 / 4) := by
    apply Polynomial.funext
    intro x
    simp only [oscL, derivative_add, derivative_C_mul_X_pow, eval_add, eval_sub, eval_mul,
      eval_neg, eval_C, eval_pow, eval_X]
    push_cast
    ring
  obtain ⟨hP, hE⟩ := correction_unique (h.norm 0) (by simp) a a'
  rw [hP, hE] at b
  -- the second-order polynomial, written out
  have b' : oscL (C (1 / 32) * X ^ 8 + C (13 / 48) * X ^ 6 + C (31 / 32) * X ^ 4
      + C (21 / 8) * X ^ 2) =
      (-X ^ 4 * (C (-1 / 4) * X ^ 4 + C (-3 / 4) * X ^ 2)
        + C (3 / 4) * (C (-1 / 4) * X ^ 4 + C (-3 / 4) * X ^ 2)) + C (-21 / 8) := by
    apply Polynomial.funext
    intro x
    simp only [oscL, derivative_add, derivative_C_mul_X_pow, eval_add, eval_sub, eval_mul,
      eval_neg, eval_C, eval_pow, eval_X]
    push_cast
    ring
  exact ⟨hE, (correction_unique (h.norm 1) (by simp) b b').2⟩

end

end OscillatorPerturbation
```

```lean
#print axioms OscillatorPerturbation.existsUnique_series
-- 'OscillatorPerturbation.existsUnique_series' depends on axioms: [propext, Classical.choice, Quot.sound]
#print axioms OscillatorPerturbation.schrodinger_order
-- 'OscillatorPerturbation.schrodinger_order' depends on axioms: [propext, Classical.choice, Quot.sound]
#print axioms OscillatorPerturbation.quartic_energies
-- 'OscillatorPerturbation.quartic_energies' depends on axioms: [propext, Classical.choice, Quot.sound]
```

## From the Gaussian to the full series in Lean

`H0_wave` is the computation with the Gaussian. Its local statement `hd` is the rule $(Qg)'=(Q'-xQ)g$; applying it twice and simplifying with `ring` gives $L+\tfrac12$. `schrodinger_order` uses this to return from the polynomial equations to the Schrödinger equation at each order $n+1$ and each point $x$. There `Finset.sum_range_succ'` splits off the $E_0$ term.

`eq_zero_of_oscL_const` is the comparison of leading coefficients. It writes the supposed degree as $m+1$ and reads off the coefficient of $x^{m+1}$ on both sides. The contribution of $D''$ contains the coefficient of $x^{m+3}$ in $D$, which is zero. `correction_unique` applies this to the difference of two solutions.

`exists_correction` proves existence for one order. Its inner statement `mono` treats monomials by strong induction, with the cases $0$, $1$ and $m+2$ as above, and `key` is the displayed formula for $L$ on a monomial. The outer induction adds the monomials together.

The definition `rs` turns this into a recursion: `Classical.choose` picks a solution for the source built from lower orders. It therefore defines the series without providing a program that computes it. The sum runs over `Fin n`, so each index carries the bound that shows the recursion only calls earlier orders.

`series_unique` is a strong induction on the order. It separates the $k=n$ term, replaces the lower-order terms by their equals, and calls `correction_unique`. `existsUnique_series` checks that `rs` satisfies `IsRSSeries` and takes uniqueness from `series_unique`.

`quartic_energies` does not evaluate `rs`. It writes down the polynomials $P_1$ and $P_2$ found above, verifies their equations by evaluating both sides at an arbitrary $x$, and lets `correction_unique` identify the energies.
